# The levels of a rectangular billiard number at most the phase-space count, with a deficit of perimeter order

The sine basis of a rectangular box can be truncated at an energy cutoff, and it is then useful to know in advance how many basis functions are kept. The phase-space volume divided by \((2\pi\hbar)^2\) gives a safe array size: for a single particle in a hard-walled rectangle it never underestimates the number, and it overestimates it by at most a term proportional to the perimeter.

Let the particle have mass \(M\) and the box sides \(L_x, L_y\). The levels are

\[
E_{mn}=\frac{(\pi\hbar)^2}{2M}\left(\frac{m^2}{L_x^2}+\frac{n^2}{L_y^2}\right),\qquad m,n=1,2,\dots
\]

With \(a=L_x\), \(b=L_y\) and \(R=\sqrt{2ME}/(\pi\hbar)\), the condition \(E_{mn}\le E\) becomes \(m^2/a^2+n^2/b^2\le R^2\). If \(N\) is the number of such pairs, then

\[
\frac{\pi abR^2}{4}-(a+b)R\;\le\;N\;\le\;\frac{\pi abR^2}{4}.
\]

```lean
import Mathlib

open Real

namespace RectangularBilliardWeyl

noncomputable section
```

## Quantum numbers start at one

A mode with \(m=0\) or \(n=0\) vanishes identically, so it is not a state. The set `states a b R` therefore contains only pairs of natural numbers with both entries positive. Each pair counts once, so degenerate levels count with their multiplicity.

```lean
/-- Pairs of positive quantum numbers inside or on the ellipse with semi-axes `a R` and `b R`. -/
def states (a b R : ℝ) : Set (ℕ × ℕ) :=
  {p | 0 < p.1 ∧ 0 < p.2 ∧ (p.1 : ℝ) ^ 2 / a ^ 2 + (p.2 : ℝ) ^ 2 / b ^ 2 ≤ R ^ 2}
```

By hand, this condition places each lattice point at the upper right corner of a unit square that lies inside the quarter ellipse, which is why the area is an upper bound. If zeros were allowed, the bound would fail: for \(a=b=1\), \(R=1/2\), the pair \((0,0)\) would give a count of 1 against an area of \(\pi/16\).

The remaining definitions are the height of the quarter ellipse,

\[
h(x)=b\sqrt{R^2-x^2/a^2}\ \text{ for } 0\le x\le aR,\qquad h(x)=0\ \text{ for } x>aR,
\]

and the energy, the mode and the phase-space count. Lean's real square root is zero on negative arguments, so `height` needs no case distinction.

```lean
/-- Height of the quarter ellipse above the point `x`, equal to zero beyond its tip. -/
def height (a b R x : ℝ) : ℝ := b * √(R ^ 2 - x ^ 2 / a ^ 2)

/-- The energy of the state `(m, n)` of a particle of mass `M` in an `Lx` by `Ly` box. -/
def energy (Lx Ly M hbar : ℝ) (m n : ℕ) : ℝ :=
  (π * hbar) ^ 2 / (2 * M) * ((m : ℝ) ^ 2 / Lx ^ 2 + (n : ℝ) ^ 2 / Ly ^ 2)

/-- The product of standing waves with quantum numbers `m` and `n`. -/
def mode (Lx Ly : ℝ) (m n : ℕ) (x y : ℝ) : ℝ :=
  sin (m * π / Lx * x) * sin (n * π / Ly * y)

/-- The classical phase-space volume (box area times momentum disc) at energy at most `E`,
in units of `(2 π hbar)^2`. -/
def phaseCells (Lx Ly M hbar E : ℝ) : ℝ :=
  (Lx * Ly) * (π * √(2 * M * E) ^ 2) / (2 * π * hbar) ^ 2
```

The modes are unnormalised; for positive quantum numbers the normalised ones carry the factor \(2/\sqrt{L_xL_y}\). `phaseCells` multiplies the box area by the area of the momentum disc of radius \(\sqrt{2ME}\).

## Positive semi-axes: \(a>0\) and \(b>0\)

Physically these are the side lengths. By hand, \(b>0\) allows the ellipse condition to be solved for \(n\): for \(n\ge1\) it is equivalent to \(n\le h(m)\), so column \(m\) holds \(\lfloor h(m)\rfloor\) points. The condition \(a>0\) puts the tip at \(x=aR\), beyond which columns are empty. Write \(q=\lfloor aR\rfloor\) and \(m=i+1\). Then

\[
N=\sum_{i=0}^{q}\lfloor h(i+1)\rfloor ,
\]

where the last term is zero because \(q+1>aR\).

The three lemmas supply these facts. `le_height_iff` also assumes \(y>0\), which is where the positivity of \(n\) enters: beyond the tip, \(0\le h(x)\) holds although the point is outside the ellipse.

```lean
lemma height_nonneg {a b R : ℝ} (hb : 0 < b) (x : ℝ) : 0 ≤ height a b R x :=
  mul_nonneg hb.le (Real.sqrt_nonneg _)

lemma height_eq_zero {a b R x : ℝ} (ha : 0 < a) (hR : 0 < R) (hx : a * R ≤ x) :
    height a b R x = 0 := by
  have h1 : (a * R) ^ 2 ≤ x ^ 2 := pow_le_pow_left₀ (by positivity) hx 2
  have h2 : R ^ 2 ≤ x ^ 2 / a ^ 2 := by
    rw [le_div_iff₀ (by positivity)]
    nlinarith
  unfold height
  rw [Real.sqrt_eq_zero_of_nonpos (by linarith), mul_zero]

lemma le_height_iff {a b R x y : ℝ} (hb : 0 < b) (hy : 0 < y) :
    y ≤ height a b R x ↔ x ^ 2 / a ^ 2 + y ^ 2 / b ^ 2 ≤ R ^ 2 := by
  unfold height
  rw [← div_le_iff₀' hb, Real.le_sqrt' (by positivity), div_pow]
  constructor <;> intro h <;> linarith
```

The area follows from the substitution \(x=aRu\), which turns \(h(x)\) into \(bR\sqrt{1-u^2}\):

\[
\int_0^{q+1}h(x)\,dx=aR\cdot bR\int_0^1\sqrt{1-u^2}\,du=\frac{\pi abR^2}{4}.
\]

In `integral_height`, Mathlib supplies the half-disc integral over \([-1,1]\); reflection halves it, rescaling gives the ellipse, and the part beyond the tip contributes zero. This step assumes \(a>0\) and \(R>0\) but nothing about the sign of \(b\).

```lean
/-- The area under the quarter ellipse is `π a b R^2 / 4`, for any upper limit beyond the tip. -/
theorem integral_height {a b R K : ℝ} (ha : 0 < a) (hR : 0 < R) (hK : a * R ≤ K) :
    ∫ x in (0 : ℝ)..K, height a b R x = π * a * b * R ^ 2 / 4 := by
  have hc : Continuous (fun u : ℝ => √(1 - u ^ 2)) := by fun_prop
  have hh : Continuous (height a b R) := by
    unfold height
    fun_prop
  -- a quarter of the unit disc
  have h1 : (∫ u in (-1 : ℝ)..0, √(1 - u ^ 2)) + (∫ u in (0 : ℝ)..1, √(1 - u ^ 2))
      = ∫ u in (-1 : ℝ)..1, √(1 - u ^ 2) :=
    intervalIntegral.integral_add_adjacent_intervals
      (hc.intervalIntegrable _ _) (hc.intervalIntegrable _ _)
  have h2 : ∫ u in (0 : ℝ)..1, √(1 - u ^ 2) = ∫ u in (-1 : ℝ)..0, √(1 - u ^ 2) := by
    have h := intervalIntegral.integral_comp_neg (a := 0) (b := 1)
      (fun u : ℝ => √(1 - u ^ 2))
    simp only [neg_sq, neg_zero] at h
    exact h
  rw [integral_sqrt_one_sub_sq] at h1
  -- rescale the ellipse to the disc
  have h3 : (a * R) * ∫ u in (0 : ℝ)..1, height a b R (a * R * u)
      = ∫ x in (a * R * 0)..(a * R * 1), height a b R x :=
    intervalIntegral.smul_integral_comp_mul_left (a := 0) (b := 1) (height a b R) (a * R)
  have h4 : ∀ u : ℝ, height a b R (a * R * u) = b * R * √(1 - u ^ 2) := by
    intro u
    have e : R ^ 2 - (a * R * u) ^ 2 / a ^ 2 = R ^ 2 * (1 - u ^ 2) := by
      have e' : (a * R * u) ^ 2 / a ^ 2 = R ^ 2 * u ^ 2 := by
        rw [div_eq_iff (by positivity)]
        ring
      rw [e']
      ring
    unfold height
    rw [e, Real.sqrt_mul (sq_nonneg R), Real.sqrt_sq hR.le, mul_assoc]
  simp only [h4, intervalIntegral.integral_const_mul, mul_zero, mul_one] at h3
  -- nothing is added beyond the tip
  have h5 : ∫ x in (a * R)..K, height a b R x = ∫ x in (a * R)..K, (0 : ℝ) := by
    apply intervalIntegral.integral_congr
    intro x hx
    rw [Set.uIcc_of_le hK] at hx
    exact height_eq_zero ha hR hx.1
  rw [← intervalIntegral.integral_add_adjacent_intervals
    (hh.intervalIntegrable 0 (a * R)) (hh.intervalIntegrable (a * R) K), h5, ← h3,
    intervalIntegral.integral_zero, add_zero]
  have h6 : ∫ u in (0 : ℝ)..1, √(1 - u ^ 2) = π / 4 := by linarith
  rw [h6]
  ring
```

`states_count` proves the column formula by matching the set with a finite family of columns, shifted by one in both indices. It also proves that the set is finite. That matters because `ncard` returns zero for an infinite set.

```lean
/-- There are finitely many states in the ellipse, and their number is the sum over columns of
the integer part of the height. -/
theorem states_count {a b R : ℝ} (ha : 0 < a) (hb : 0 < b) (hR : 0 < R) :
    (states a b R).Finite ∧ (states a b R).ncard =
      ∑ i ∈ Finset.range (⌊a * R⌋₊ + 1), ⌊height a b R ((i + 1 : ℕ) : ℝ)⌋₊ := by
  let g : (Σ _ : ℕ, ℕ) → ℕ × ℕ := fun q => (q.1 + 1, q.2 + 1)
  have hg : Function.Injective g := by
    rintro ⟨i, j⟩ ⟨k, l⟩ h
    have h1 : i = k := Nat.succ_injective (congrArg Prod.fst h)
    have h2 : j = l := Nat.succ_injective (congrArg Prod.snd h)
    subst h1 h2
    rfl
  let T : Finset (Σ _ : ℕ, ℕ) := (Finset.range (⌊a * R⌋₊ + 1)).sigma
    (fun i => Finset.range ⌊height a b R ((i + 1 : ℕ) : ℝ)⌋₊)
  have hS : states a b R = ↑(T.image g) := by
    ext ⟨m, n⟩
    rw [Finset.mem_coe, Finset.mem_image]
    constructor
    · rintro ⟨hm, hn, h⟩
      obtain ⟨i, rfl⟩ : ∃ i, m = i + 1 := ⟨m - 1, by dsimp only at hm; omega⟩
      obtain ⟨j, rfl⟩ : ∃ j, n = j + 1 := ⟨n - 1, by dsimp only at hn; omega⟩
      have hy : (0 : ℝ) < ((j + 1 : ℕ) : ℝ) := Nat.cast_pos.2 (Nat.succ_pos j)
      have hle : ((j + 1 : ℕ) : ℝ) ≤ height a b R ((i + 1 : ℕ) : ℝ) :=
        (le_height_iff hb hy).2 h
      have hx : ((i + 1 : ℕ) : ℝ) ≤ a * R := by
        by_contra hc
        rw [height_eq_zero ha hR (not_le.1 hc).le] at hle
        linarith
      have hi : i + 1 ≤ ⌊a * R⌋₊ := Nat.le_floor hx
      exact ⟨⟨i, j⟩, Finset.mem_sigma.2 ⟨Finset.mem_range.2 (by dsimp only; omega),
        Finset.mem_range.2 (Nat.le_floor hle)⟩, rfl⟩
    · rintro ⟨⟨i, j⟩, hq, he⟩
      have hj : j + 1 ≤ ⌊height a b R ((i + 1 : ℕ) : ℝ)⌋₊ :=
        Finset.mem_range.1 (Finset.mem_sigma.1 hq).2
      have hy : (0 : ℝ) < ((j + 1 : ℕ) : ℝ) := Nat.cast_pos.2 (Nat.succ_pos j)
      rw [← he]
      exact ⟨Nat.succ_pos i, Nat.succ_pos j, (le_height_iff hb hy).1
        ((Nat.le_floor_iff (height_nonneg hb _)).1 hj)⟩
  rw [hS]
  refine ⟨Finset.finite_toSet _, ?_⟩
  rw [Set.ncard_coe_finset, Finset.card_image_of_injective _ hg, Finset.card_sigma]
  simp only [Finset.card_range]
```

Without the sign conditions the upper bound on \(N\) is false. For \(a=-1\), \(b=1\), \(R=2\), the pair \((1,1)\) satisfies the inequality, so \(N=1\), while the supposed upper bound is \(-\pi\). Exchanging \(a\) and \(b\) gives the same failure for \(b\).

## Positive radius: \(R>0\)

The radius is the largest wave number divided by \(\pi\). Since \(h\) never increases on \([0,q+1]\), its integral lies between the sums over right and left endpoints. The right endpoints give

\[
N\le\sum_{i=0}^{q}h(i+1)\le\int_0^{q+1}h(x)\,dx=\frac{\pi abR^2}{4}.
\]

The left endpoints give

\[
\frac{\pi abR^2}{4}\le\sum_{i=0}^{q}h(i)=h(0)+\sum_{i=0}^{q-1}h(i+1)
\le bR+\sum_{i=0}^{q-1}\bigl(\lfloor h(i+1)\rfloor+1\bigr)\le bR+N+q .
\]

Since \(q\le aR\), the lower bound follows. If \(q=0\), the shifted sums are empty and the argument still holds. The sign of \(R\) is used in \(h(0)=b\sqrt{R^2}=bR\), in \(q\le aR\) and in locating the tip.

In `weyl_ellipse`, `hanti` states that the height never increases, and `hup` and `hlo` are the two endpoint comparisons. `Finset.sum_range_succ'` splits off the column at zero, and `hr` bounds the rounding loss.

```lean
/-- The number of positive integer pairs with `m^2/a^2 + n^2/b^2 ≤ R^2` is at most the area
`π a b R^2 / 4` of the quarter ellipse, and falls short of it by at most `(a + b) R`. -/
theorem weyl_ellipse {a b R : ℝ} (ha : 0 < a) (hb : 0 < b) (hR : 0 < R) :
    π * a * b * R ^ 2 / 4 - (a + b) * R ≤ ((states a b R).ncard : ℝ) ∧
      ((states a b R).ncard : ℝ) ≤ π * a * b * R ^ 2 / 4 := by
  have hK : a * R ≤ ((⌊a * R⌋₊ + 1 : ℕ) : ℝ) := by
    push_cast
    exact (Nat.lt_floor_add_one _).le
  have hM : (⌊a * R⌋₊ : ℝ) ≤ a * R := Nat.floor_le (by positivity)
  have hI := integral_height (b := b) ha hR hK
  have hanti : AntitoneOn (height a b R)
      (Set.Icc (0 : ℝ) (0 + ((⌊a * R⌋₊ + 1 : ℕ) : ℝ))) := by
    intro x hx y _ hxy
    have h0 : x ^ 2 ≤ y ^ 2 := pow_le_pow_left₀ hx.1 hxy 2
    have h1 : x ^ 2 / a ^ 2 ≤ y ^ 2 / a ^ 2 := div_le_div_of_nonneg_right h0 (sq_nonneg a)
    exact mul_le_mul_of_nonneg_left (Real.sqrt_le_sqrt (by linarith)) hb.le
  have hup := hanti.sum_le_integral
  have hlo := hanti.integral_le_sum
  simp only [zero_add] at hup hlo
  rw [hI] at hup hlo
  rw [(states_count ha hb hR).2, Nat.cast_sum]
  constructor
  · -- the column at zero costs `b R`, rounding costs at most one per remaining column
    have h0 : height a b R ((0 : ℕ) : ℝ) = b * R := by
      simp [height, Real.sqrt_sq hR.le]
    rw [Finset.sum_range_succ', h0] at hlo
    have hr : ∑ i ∈ Finset.range ⌊a * R⌋₊, height a b R ((i + 1 : ℕ) : ℝ) ≤
        ∑ i ∈ Finset.range ⌊a * R⌋₊, ((⌊height a b R ((i + 1 : ℕ) : ℝ)⌋₊ : ℝ) + 1) :=
      Finset.sum_le_sum fun i _ => (Nat.lt_floor_add_one _).le
    rw [Finset.sum_add_distrib, Finset.sum_const, Finset.card_range, nsmul_eq_mul,
      mul_one] at hr
    rw [Finset.sum_range_succ]
    have hlast : (0 : ℝ) ≤ (⌊height a b R ((⌊a * R⌋₊ + 1 : ℕ) : ℝ)⌋₊ : ℝ) :=
      Nat.cast_nonneg _
    linarith
  · exact (Finset.sum_le_sum fun i _ => Nat.floor_le (height_nonneg hb _)).trans hup
```

With a negative radius the lower bound fails. For \(a=b=1\), \(R=-1\) there are no pairs, yet the left side would be \(\pi/4+2\).

## Hard walls and nonzero sides

The hard walls are an idealisation: the wavefunction must vanish on the boundary. By hand, \(\sin(m\pi x/L_x)\) is zero at \(x=0\), and at \(x=L_x\) it equals \(\sin m\pi=0\); the same holds in \(y\). The proof of `mode_walls` uses nonzero sides only to cancel \(L_x/L_x\) and \(L_y/L_y\); with a zero side the Lean statement would still hold, because the two opposite walls then coincide at the origin, where the sine is zero, but there would be no box. Other boundary conditions can change the count: if the normal derivative vanishes instead, cosine modes with \(m=0\) or \(n=0\) are genuine states, and the upper bound fails as in the example with \((0,0)\).

```lean
/-- Each mode vanishes on the four walls of the billiard. -/
theorem mode_walls {Lx Ly : ℝ} (hx : Lx ≠ 0) (hy : Ly ≠ 0) (m n : ℕ) (x y : ℝ) :
    mode Lx Ly m n 0 y = 0 ∧ mode Lx Ly m n Lx y = 0 ∧
      mode Lx Ly m n x 0 = 0 ∧ mode Lx Ly m n x Ly = 0 := by
  simp [mode, div_mul_cancel₀ _ hx, div_mul_cancel₀ _ hy, Real.sin_nat_mul_pi]
```

Differentiating twice multiplies the mode by \(-(m\pi/L_x)^2\) in \(x\) and by \(-(n\pi/L_y)^2\) in \(y\). Multiplying the sum by \(-\hbar^2/(2M)\) gives \(E_{mn}\). `deriv_deriv_sin` does the one-dimensional calculation, and `mode_schrodinger` applies it in each variable.

```lean
lemma deriv_deriv_sin (c d x : ℝ) :
    deriv (deriv (fun t => d * sin (c * t))) x = -c ^ 2 * (d * sin (c * x)) := by
  have h : ∀ t : ℝ, HasDerivAt (fun s : ℝ => c * s) c t := fun t => by
    simpa using (hasDerivAt_id t).const_mul c
  have h1 : deriv (fun t => d * sin (c * t)) = fun t => d * (cos (c * t) * c) :=
    funext fun t => ((h t).sin.const_mul d).deriv
  have h2 : HasDerivAt (fun t => d * (cos (c * t) * c)) (d * (-sin (c * x) * c * c)) x :=
    ((h x).cos.mul_const c).const_mul d
  rw [h1, h2.deriv]
  ring

/-- Each mode solves the free stationary Schrödinger equation with energy `energy`. -/
theorem mode_schrodinger (Lx Ly M hbar : ℝ) (m n : ℕ) (x y : ℝ) :
    -(hbar ^ 2 / (2 * M)) * (deriv (deriv (fun t => mode Lx Ly m n t y)) x
      + deriv (deriv (fun t => mode Lx Ly m n x t)) y)
      = energy Lx Ly M hbar m n * mode Lx Ly m n x y := by
  have hx : (fun t => mode Lx Ly m n t y)
      = fun t => sin (n * π / Ly * y) * sin (m * π / Lx * t) :=
    funext fun t => mul_comm _ _
  have hy : (fun t => mode Lx Ly m n x t)
      = fun t => sin (m * π / Lx * x) * sin (n * π / Ly * t) := rfl
  rw [hx, hy, deriv_deriv_sin, deriv_deriv_sin]
  unfold energy mode
  generalize sin (m * π / Lx * x) = u
  generalize sin (n * π / Ly * y) = v
  ring
```

These theorems show that the product sines are solutions with the stated energies. That they exhaust the spectrum is the standard completeness of the sine basis, which is taken as known when \(N\) is read as the number of levels.

## Positive mass, \(\hbar\) and energy

Positive \(M\) makes the kinetic energy positive, \(\hbar\) sets the size of a phase-space cell, and \(E\) is the cutoff. By hand they allow the energy inequality to be multiplied through without reversing it, and they make \(R\) a positive real number. Substitution then gives

\[
\frac{\pi L_xL_yR^2}{4}=\frac{L_xL_y\,\pi(2ME)}{(2\pi\hbar)^2},\qquad
(L_x+L_y)R=\frac{2(L_x+L_y)\sqrt{2ME}}{2\pi\hbar},
\]

so the allowed deficit is the perimeter times the maximal momentum, divided by \(2\pi\hbar\).

In `weyl_billiard`, `hS` identifies the energy condition with the ellipse condition, `hA` identifies the two areas, and `weyl_ellipse` finishes the proof.

```lean
/-- The number of pairs of positive quantum numbers with energy at most `E` is at most the number
of phase-space cells, and falls short of it by at most `(Lx + Ly) √(2 M E) / (π hbar)`. -/
theorem weyl_billiard {Lx Ly M hbar E : ℝ} (hx : 0 < Lx) (hy : 0 < Ly) (hM : 0 < M)
    (hh : 0 < hbar) (hE : 0 < E) :
    phaseCells Lx Ly M hbar E - (Lx + Ly) * (√(2 * M * E) / (π * hbar)) ≤
        (({p : ℕ × ℕ | 0 < p.1 ∧ 0 < p.2 ∧ energy Lx Ly M hbar p.1 p.2 ≤ E}.ncard : ℕ) : ℝ) ∧
      (({p : ℕ × ℕ | 0 < p.1 ∧ 0 < p.2 ∧ energy Lx Ly M hbar p.1 p.2 ≤ E}.ncard : ℕ) : ℝ) ≤
        phaseCells Lx Ly M hbar E := by
  have hp : 0 < π := Real.pi_pos
  have hR : 0 < √(2 * M * E) / (π * hbar) :=
    div_pos (Real.sqrt_pos.2 (by positivity)) (by positivity)
  -- the energy condition is the ellipse condition
  have hS : {p : ℕ × ℕ | 0 < p.1 ∧ 0 < p.2 ∧ energy Lx Ly M hbar p.1 p.2 ≤ E}
      = states Lx Ly (√(2 * M * E) / (π * hbar)) := by
    ext p
    simp only [states, Set.mem_ofPred_eq]
    refine and_congr_right fun _ => and_congr_right fun _ => ?_
    unfold energy
    rw [div_pow, Real.sq_sqrt (by positivity), le_div_iff₀ (by positivity),
      div_mul_eq_mul_div, div_le_iff₀ (by positivity)]
    constructor <;> intro h <;> linarith
  have hA : phaseCells Lx Ly M hbar E
      = π * Lx * Ly * (√(2 * M * E) / (π * hbar)) ^ 2 / 4 := by
    unfold phaseCells
    generalize √(2 * M * E) = s
    field_simp
    try ring
  rw [hS, hA]
  exact weyl_ellipse hx hy hR

end

end RectangularBilliardWeyl
```

```lean
#print axioms RectangularBilliardWeyl.mode_walls
-- 'RectangularBilliardWeyl.mode_walls' depends on axioms: [propext, Classical.choice, Quot.sound]
#print axioms RectangularBilliardWeyl.mode_schrodinger
-- 'RectangularBilliardWeyl.mode_schrodinger' depends on axioms: [propext, Classical.choice, Quot.sound]
#print axioms RectangularBilliardWeyl.weyl_billiard
-- 'RectangularBilliardWeyl.weyl_billiard' depends on axioms: [propext, Classical.choice, Quot.sound]
```

With negative mass the energies would be unbounded below, and infinitely many pairs would lie under any positive cutoff. A negative \(\hbar\) would make \(R\) negative and spoil the lower bound. The condition \(E>0\) is milder, since for \(E\le0\) there is nothing to count.

Weyl's law concerns the asymptotic count for general domains; the theorem here treats the rectangle, at every positive energy. It bounds the deficit without finding its leading term, which in the known two-term expansion is half of what the theorem allows.

## Sizing a sine basis

A program computes \(R\), loops over \(m\) from 1 to \(\lfloor aR\rfloor\) and adds \(\lfloor h(m)\rfloor\). For a square box with \(aR=bR=10\), the bounds give \(59\le N\le78\), and the loop gives 69. An array of length 78 is therefore sufficient before the loop has run. Pairs exactly on the boundary, such as \((6,8)\), can be lost to floating-point rounding, so comparing integers is safer where the data allow it.
